# When substep phases add, three substeps multiply the linear, cubic and quintic phase coefficients by power sums of their scale factors

Suppose the phase accumulated in a step t is ωt + at³ + bt⁵, up to an error that is small compared with t⁵ as t → 0. The theorem `hasPhase_compose3` says that the total phase of three substeps xt, yt and zt has an expansion of the same form, with ω, a and b multiplied by x + y + z, x³ + y³ + z³ and x⁵ + y⁵ + z⁵. The phase is a real function of the step alone, the three phases simply add, and x, y and z are any real numbers, not required to sum to 1. The proof shows that for each fixed s the error at st is still small compared with t⁵, using that st → 0 and that (st)⁵ is a constant times t⁵, and then adds the three errors.

The first attempt, which Lean rejects:

```lean
import Mathlib

open Filter Topology Asymptotics

namespace ThreeSubstepComposition

noncomputable section

/-- The phase `θ t` accumulated in a step `t` equals `ω t + a t³ + b t⁵` up to terms
smaller than `t⁵`. -/
def HasPhase (θ : ℝ → ℝ) (ω a b : ℝ) : Prop :=
  (fun t : ℝ => θ t - (ω * t + a * t ^ 3 + b * t ^ 5)) =o[𝓝 0] fun t : ℝ => t ^ 5

/-- The total phase of three substeps of lengths `x t`, `y t` and `z t`. -/
def compose3 (θ : ℝ → ℝ) (x y z t : ℝ) : ℝ := θ (x * t) + θ (y * t) + θ (z * t)

/-- Composing three substeps multiplies the linear, cubic and quintic phase coefficients
by the corresponding power sums of the substeps. -/
theorem hasPhase_compose3 {θ : ℝ → ℝ} {ω a b : ℝ} (h : HasPhase θ ω a b) (x y z : ℝ) :
    HasPhase (compose3 θ x y z) (ω * (x + y + z)) (a * (x ^ 3 + y ^ 3 + z ^ 3))
      (b * (x ^ 5 + y ^ 5 + z ^ 5)) := by
  unfold HasPhase at *
  have key : ∀ s : ℝ, (fun t : ℝ => θ (s * t) -
      (ω * (s * t) + a * (s * t) ^ 3 + b * (s * t) ^ 5)) =o[𝓝 0] fun t : ℝ => t ^ 5 := by
    intro s
    have hs : Tendsto (fun t : ℝ => s * t) (𝓝 0) (𝓝 0) := by
      have h0 := (continuous_const.mul continuous_id : Continuous fun t : ℝ => s * t).tendsto 0
      simpa using h0
    have h1 : (fun t : ℝ => θ (s * t) - (ω * (s * t) + a * (s * t) ^ 3 + b * (s * t) ^ 5))
        =o[𝓝 0] fun t : ℝ => (s * t) ^ 5 := h.comp_tendsto hs
    have h2 : (fun t : ℝ => (s * t) ^ 5) =O[𝓝 0] fun t : ℝ => t ^ 5 :=
      ((isBigO_refl (fun t : ℝ => t ^ 5) (𝓝 0)).const_mul_left (s ^ 5)).congr_left
        (fun t => by ring)
    exact h1.trans_isBigO h2
  exact (((key x).add (key y)).add (key z)).congr_left
    (fun t => by simp only [compose3]; ring)

end

end ThreeSubstepComposition
```

The compiler's answer:

```
Main.lean:28:6: error: Type mismatch: After simplification, term
  h0
 has type
  @Tendsto ℝ ℝ ((fun x => s) * fun t => t) (𝓝 0) (𝓝 0)
but is expected to have type
  @Tendsto ℝ ℝ (fun t => s * t) (𝓝 0) (𝓝 0)
```

Cause. The error is in the proof that s·t tends to 0 as t does. Lean has the right limit, but `h0` speaks of `(fun x => s) * fun t => t`, a product of two functions, where the goal has `fun t => s * t`. The two are equal by definition, so the type ascription on the continuity proof was accepted. But an ascription only checks the type and does not rewrite it, and `.tendsto 0` took up the product form that `continuous_const.mul continuous_id` carries. `simpa` simplified the limit to 0 but left the product of functions as it was, since it is not applied to an argument there, and its final comparison does not unfold that product.

The repair states the type of `h0` in the `have` itself, so `h0` is recorded with `fun t => s * t`, the form the goal uses. `Tendsto.const_mul s tendsto_id` proves it, with limit `s * 0`. `rwa [mul_zero] at h0` then turns `s * 0` into `0`, and `h0` matches the goal.

Fix (accepted with no message):

```diff
@@ -25,6 +25,7 @@
     intro s
     have hs : Tendsto (fun t : ℝ => s * t) (𝓝 0) (𝓝 0) := by
-      have h0 := (continuous_const.mul continuous_id : Continuous fun t : ℝ => s * t).tendsto 0
-      simpa using h0
+      have h0 : Tendsto (fun t : ℝ => s * t) (𝓝 0) (𝓝 (s * 0)) :=
+        Tendsto.const_mul s tendsto_id
+      rwa [mul_zero] at h0
     have h1 : (fun t : ℝ => θ (s * t) - (ω * (s * t) + a * (s * t) ^ 3 + b * (s * t) ^ 5))
         =o[𝓝 0] fun t : ℝ => (s * t) ^ 5 := h.comp_tendsto hs
```
